# On a finite set, ∑ pᵢxᵢ − log ∑ exp xᵢ has supremum ∑ pᵢ log pᵢ for a probability vector p, attained exactly when no pᵢ is zero

## An empty bin and an optimiser that never settles

I fit energies to a histogram of conformer populations by maximising the log-likelihood per sample. With relative frequencies pᵢ and reduced potentials xᵢ = −Eᵢ/(k_B T), where Eᵢ is the effective energy of conformer i (a free energy, if the conformer gathers many geometries), the quantity to maximise is

J(x) = ∑ pᵢxᵢ − log ∑ exp xᵢ.

This worked until a run in which one conformer was never visited. Now the optimiser pushes that conformer's x further and further down. J levels off, but it keeps creeping upwards. Is there an optimum that my optimiser fails to find, and what is the value that J is creeping towards?

## The ceiling is minus the entropy, and an empty bin puts it out of reach

There is no optimum to find. For frequencies that are non-negative and sum to one, the least upper bound of J over all real x is −S, where S = −∑ pᵢ log pᵢ is the entropy of your histogram in units of k_B and 0 log 0 = 0. Some x reaches this value exactly when every pᵢ is positive.

Three conformers with p = (1/2, 1/2, 0) show what you see. At x = (0, 0, −t) the objective is −log(2 + exp(−t)), which rises towards −S = −log 2 as t grows and never gets there.

For the general case, let Z = ∑ exp xᵢ be the partition function and qᵢ = exp(xᵢ)/Z the Boltzmann weights, so that log qᵢ = xᵢ − log Z. Multiply by pᵢ, sum, and use ∑ pᵢ = 1. This gives J(x) = ∑ pᵢ log qᵢ, and therefore

J(x) + S = ∑ pᵢ(log qᵢ − log pᵢ).

If pᵢ > 0, the inequality log u ≤ u − 1 at u = qᵢ/pᵢ, multiplied by pᵢ, gives

pᵢ(log qᵢ − log pᵢ) ≤ qᵢ − pᵢ.

If pᵢ = 0, the left side is 0 and the right side is qᵢ > 0, so the inequality holds strictly. The right sides sum to 1 − 1 = 0. Hence J(x) ≤ −S always, and J(x) < −S as soon as one bin is empty.

To see that no smaller bound works, let n be the number of states, take ε > 0 and set xᵢ = log(pᵢ + ε). Then Z = 1 + nε, so log Z ≤ nε. Also ∑ pᵢ log(pᵢ + ε) ≥ ∑ pᵢ log pᵢ, because the logarithm increases and empty states contribute zero to both sums. Together,

J(x) ≥ −S − nε.

Since ε is arbitrary, −S is the supremum. If all pᵢ are positive, we may take xᵢ = log pᵢ directly: then Z = 1 and J(x) = −S.

The condition on p is also what keeps J bounded above. Let p be any real vector and suppose that J ≤ B for all x.

- Setting every xᵢ = t gives J = t(∑ pᵢ − 1) − log n. If ∑ pᵢ ≠ 1, the choice t = (B + log n + 1)/(∑ pᵢ − 1) makes J = B + 1, a contradiction.
- If pₖ < 0 for some k, put M = |B| + |log n| + 1, xₖ = M/pₖ and all other xᵢ = 0. Then ∑ pᵢxᵢ = M. Since xₖ < 0, we have Z ≤ n, so J ≥ M − log n > B, again a contradiction.

Small cases show both failures. With normalisation dropped and non-negativity kept, one state with p = 2 gives J = 2x − x = x, which has no upper bound. With non-negativity dropped and normalisation kept, p = (2, −1) and x = (0, −t) give J = t − log(1 + exp(−t)), which grows without limit. So if your fit runs off to infinity in J itself, and not only in x, check the frequencies first.

Here is the same argument in Lean 4 with Mathlib.

```lean
import Mathlib

namespace EntropyFromFreeEnergy

noncomputable section

variable {ι : Type*} [Fintype ι]

/-- A probability vector: nonnegative entries that sum to one. -/
def IsProb (p : ι → ℝ) : Prop := (∀ i, 0 ≤ p i) ∧ ∑ i, p i = 1

/-- The logarithm of the partition function, `log ∑ exp (x i)`, for reduced potentials `x`
on a nonempty finite set of states. -/
def logPartition (x : ι → ℝ) : ℝ := Real.log (∑ i, Real.exp (x i))

/-- The negative entropy `∑ p i log (p i)` of a vector with nonnegative entries,
with `0 log 0 = 0`. -/
def negEntropy (p : ι → ℝ) : ℝ := ∑ i, p i * Real.log (p i)

/-- The Legendre objective `∑ p i * x i - log ∑ exp (x i)` on a nonempty finite set of states. For a
probability vector `p`, the first sum is the mean potential. -/
def objective (p x : ι → ℝ) : ℝ := ∑ i, p i * x i - logPartition x

/-- The Boltzmann weight of state `i` in the potentials `x`, on a nonempty finite set
of states. -/
def boltzmann (x : ι → ℝ) (i : ι) : ℝ := Real.exp (x i) / ∑ j, Real.exp (x j)

/-- The partition function of a nonempty finite set of states is positive. -/
theorem partition_pos [Nonempty ι] (x : ι → ℝ) : 0 < ∑ i, Real.exp (x i) :=
  Finset.sum_pos (fun i _ => Real.exp_pos (x i)) Finset.univ_nonempty

/-- The Boltzmann weights on a nonempty finite set of states sum to one. -/
theorem sum_boltzmann [Nonempty ι] (x : ι → ℝ) : ∑ i, boltzmann x i = 1 := by
  simp only [boltzmann]
  rw [← Finset.sum_div, div_self (partition_pos x).ne']

/-- For a weight `a ≥ 0` and a weight `b > 0`, the negative of a relative-entropy term obeys
`a (log b - log a) ≤ b - a`. -/
theorem term_le {a b : ℝ} (ha : 0 ≤ a) (hb : 0 < b) :
    a * (Real.log b - Real.log a) ≤ b - a := by
  rcases ha.eq_or_lt with h | h
  · simpa [← h] using hb.le
  · have h1 := Real.log_le_sub_one_of_pos (div_pos hb h)
    rw [Real.log_div hb.ne' h.ne'] at h1
    calc a * (Real.log b - Real.log a) ≤ a * (b / a - 1) :=
          mul_le_mul_of_nonneg_left h1 ha
      _ = b - a := by field_simp

/-- For entries `p i` that sum to one, the difference `objective p x - negEntropy p` is
`∑ p i (log q i - log p i)`, where `q` are the Boltzmann weights of `x`. -/
theorem objective_sub_negEntropy [Nonempty ι] {p : ι → ℝ} (hp : ∑ i, p i = 1) (x : ι → ℝ) :
    objective p x - negEntropy p
      = ∑ i, p i * (Real.log (boltzmann x i) - Real.log (p i)) := by
  have h : ∀ i, Real.log (boltzmann x i) = x i - logPartition x := by
    intro i
    rw [boltzmann, Real.log_div (Real.exp_pos _).ne' (partition_pos x).ne', Real.log_exp,
      logPartition]
  have e : ∑ i, p i * logPartition x = logPartition x := by
    rw [← Finset.sum_mul, hp, one_mul]
  simp only [h, mul_sub, Finset.sum_sub_distrib, e, objective, negEntropy]

/-- For a probability vector, no choice of potentials lifts the Legendre objective above the
negative entropy. -/
theorem objective_le [Nonempty ι] {p : ι → ℝ} (hp : IsProb p) (x : ι → ℝ) :
    objective p x ≤ negEntropy p := by
  have hq : ∀ i, 0 < boltzmann x i := fun i => div_pos (Real.exp_pos (x i)) (partition_pos x)
  have h : ∑ i, p i * (Real.log (boltzmann x i) - Real.log (p i))
      ≤ ∑ i, (boltzmann x i - p i) :=
    Finset.sum_le_sum fun i _ => term_le (hp.1 i) (hq i)
  rw [← objective_sub_negEntropy hp.2 x, Finset.sum_sub_distrib, sum_boltzmann, hp.2] at h
  linarith

/-- If a probability vector leaves some state empty, the Legendre objective stays strictly
below the negative entropy for all potentials. -/
theorem objective_lt [Nonempty ι] {p : ι → ℝ} (hp : IsProb p) {k : ι} (hk : p k = 0)
    (x : ι → ℝ) : objective p x < negEntropy p := by
  have hq : ∀ i, 0 < boltzmann x i := fun i => div_pos (Real.exp_pos (x i)) (partition_pos x)
  -- the empty state contributes zero, but its Boltzmann weight is positive
  have h : ∑ i, p i * (Real.log (boltzmann x i) - Real.log (p i))
      < ∑ i, (boltzmann x i - p i) :=
    Finset.sum_lt_sum (fun i _ => term_le (hp.1 i) (hq i))
      ⟨k, Finset.mem_univ k, by simpa [hk] using hq k⟩
  rw [← objective_sub_negEntropy hp.2 x, Finset.sum_sub_distrib, sum_boltzmann, hp.2] at h
  linarith

/-- For a probability vector on `n` states and `ε > 0`, the potentials `log (p i + ε)` bring the
Legendre objective to at least the negative entropy minus `n ε`. -/
theorem near_optimal {p : ι → ℝ} (hp : IsProb p) {ε : ℝ} (hε : 0 < ε) :
    negEntropy p - Fintype.card ι * ε ≤ objective p (fun i => Real.log (p i + ε)) := by
  have hs : ∑ i, Real.exp (Real.log (p i + ε)) = 1 + Fintype.card ι * ε := by
    have h : ∀ i, Real.exp (Real.log (p i + ε)) = p i + ε := fun i =>
      Real.exp_log (add_pos_of_nonneg_of_pos (hp.1 i) hε)
    simp only [h]
    rw [Finset.sum_add_distrib, hp.2, Finset.sum_const, Finset.card_univ, nsmul_eq_mul]
  have h1 : Real.log (1 + Fintype.card ι * ε) ≤ 1 + Fintype.card ι * ε - 1 :=
    Real.log_le_sub_one_of_pos (by positivity)
  -- raising every weight by ε can only raise the mean logarithm
  have h2 : ∑ i, p i * Real.log (p i) ≤ ∑ i, p i * Real.log (p i + ε) := by
    refine Finset.sum_le_sum fun i _ => ?_
    rcases (hp.1 i).eq_or_lt with h | h
    · simp [← h]
    · exact mul_le_mul_of_nonneg_left (Real.log_le_log h (by linarith)) h.le
  simp only [objective, logPartition, negEntropy]
  rw [hs]
  linarith

/-- Entropy from free energy: for a probability vector on a nonempty finite set, the supremum
of the Legendre objective over all real potentials is the negative entropy, and it is attained
exactly when every state has positive probability. -/
theorem entropy_from_free_energy [Nonempty ι] {p : ι → ℝ} (hp : IsProb p) :
    IsLUB (Set.range (objective p)) (negEntropy p) ∧
      ((∃ x, objective p x = negEntropy p) ↔ ∀ i, 0 < p i) := by
  refine ⟨⟨?_, ?_⟩, ?_, ?_⟩
  · rintro _ ⟨x, rfl⟩
    exact objective_le hp x
  · intro b hb
    refine le_of_forall_pos_le_add fun δ hδ => ?_
    have hn : (0 : ℝ) < Fintype.card ι := Nat.cast_pos.2 Fintype.card_pos
    have h1 := near_optimal hp (div_pos hδ hn)
    have h2 := hb (Set.mem_range_self (fun i => Real.log (p i + δ / Fintype.card ι)))
    have h3 : (Fintype.card ι : ℝ) * (δ / Fintype.card ι) = δ := by field_simp
    linarith
  · rintro ⟨x, hx⟩ i
    exact lt_of_le_of_ne (hp.1 i) fun h => (objective_lt hp h.symm x).ne hx
  · -- the logarithms of the probabilities are optimal potentials
    intro hpos
    refine ⟨fun i => Real.log (p i), ?_⟩
    have h : ∀ i, Real.exp (Real.log (p i)) = p i := fun i => Real.exp_log (hpos i)
    simp only [objective, logPartition, negEntropy, h, hp.2, Real.log_one, sub_zero]

/-- For a real vector `p` on a nonempty finite set, the Legendre objective is bounded above
exactly when `p` is a probability vector. -/
theorem bddAbove_iff_isProb [Nonempty ι] (p : ι → ℝ) :
    BddAbove (Set.range (objective p)) ↔ IsProb p := by
  refine ⟨?_, fun hp => ⟨negEntropy p, (entropy_from_free_energy hp).1.1⟩⟩
  rintro ⟨B, hB⟩
  have hB' : ∀ x, objective p x ≤ B := fun x => hB (Set.mem_range_self x)
  have hn : (0 : ℝ) < Fintype.card ι := Nat.cast_pos.2 Fintype.card_pos
  have key : ∀ a s : ℝ, s ≠ 0 → a / s * s = a := fun a s hs => by field_simp
  constructor
  · -- lowering the potential of a state with negative weight gives unbounded gain
    classical
    intro k
    by_contra hk
    have hk' : p k < 0 := not_le.1 hk
    set M : ℝ := |B| + |Real.log (Fintype.card ι)| + 1 with hM
    have hM0 : 0 < M := by positivity
    have ht : M / p k < 0 := div_neg_of_pos_of_neg hM0 hk'
    have h := hB' (fun i => if i = k then M / p k else 0)
    have h1 : ∑ i, p i * (if i = k then M / p k else 0) = M := by
      rw [Finset.sum_eq_single k (fun i _ hi => by simp [hi]) (by simp), if_pos rfl,
        mul_comm, key M (p k) hk'.ne]
    have h2 : ∑ i, Real.exp (if i = k then M / p k else 0) ≤ (Fintype.card ι : ℝ) := by
      calc ∑ i, Real.exp (if i = k then M / p k else 0) ≤ ∑ _i : ι, (1 : ℝ) := by
            refine Finset.sum_le_sum fun i _ => Real.exp_le_one_iff.2 ?_
            split_ifs
            · exact ht.le
            · exact le_rfl
        _ = Fintype.card ι := by simp
    have h3 := Real.log_le_log (partition_pos (fun i => if i = k then M / p k else 0)) h2
    simp only [objective, logPartition] at h
    rw [h1] at h
    linarith [le_abs_self B, le_abs_self (Real.log (Fintype.card ι))]
  · -- a constant shift of all potentials gives unbounded gain unless the weights sum to one
    by_contra hne
    have hs : ∑ i, p i - 1 ≠ 0 := sub_ne_zero.2 hne
    have ht := key (B + Real.log (Fintype.card ι) + 1) _ hs
    set t : ℝ := (B + Real.log (Fintype.card ι) + 1) / (∑ i, p i - 1)
    have h := hB' (fun _ => t)
    simp only [objective, logPartition] at h
    rw [← Finset.sum_mul, Finset.sum_const, Finset.card_univ, nsmul_eq_mul,
      Real.log_mul hn.ne' (Real.exp_pos t).ne', Real.log_exp] at h
    linarith

end

end EntropyFromFreeEnergy
```

```lean
#print axioms EntropyFromFreeEnergy.entropy_from_free_energy
#print axioms EntropyFromFreeEnergy.bddAbove_iff_isProb
```

```
'EntropyFromFreeEnergy.entropy_from_free_energy' depends on axioms: [propext, Classical.choice, Quot.sound]
'EntropyFromFreeEnergy.bddAbove_iff_isProb' depends on axioms: [propext, Classical.choice, Quot.sound]
```

The finite type `ι` is the list of conformers, and `p` and `x` are real-valued functions on it. `IsProb p` says that the entries are non-negative and sum to one. `logPartition x` is log Z, which in physical terms is −F/(k_B T) with F the free energy. `objective p x` is J(x), `boltzmann x i` is qᵢ, and `negEntropy p` is −S, so mind the sign relative to the textbook entropy. Logarithms are natural, and temperature enters only through x. Mind the sign of x too: here the reduced potential is −E/(k_B T), whereas in simulation work the name often means +E/(k_B T). In `negEntropy` the factor pᵢ = 0 removes the term of an empty state, whatever value the logarithm is given at zero.

The main theorem, `entropy_from_free_energy`, assumes a nonempty set of states and a probability vector. Its first half, `IsLUB (Set.range (objective p)) (negEntropy p)`, reads: −S is an upper bound for all values of J, and no smaller number is one. Its second half says that some `x` gives exactly −S if and only if every `p i` is positive. The last theorem, `bddAbove_iff_isProb`, takes an arbitrary real vector and says that J is bounded above exactly when that vector is a probability vector.

Both theorems let every state have its own freely adjustable potential. The step to your application that they leave to you is whether your energy model has that freedom: a force field with a few shared parameters may have a lower ceiling. They also concern finitely many states, and say nothing about how fast an optimiser approaches the supremum. In finite-temperature electronic structure the same pairing of free energy and entropy appears for a finite list of many-body states with fixed eigenvectors and freely varied energies; Hamiltonians that do not commute need a matrix version.

The lemmas follow the derivation closely. `partition_pos` and `sum_boltzmann` supply Z > 0 and ∑ qᵢ = 1. `term_le` is the inequality for a single state: it splits into a = 0 and a > 0, and in the second case multiplies `Real.log_le_sub_one_of_pos` by a. `objective_sub_negEntropy` is the identity for J(x) + S and uses only that p sums to one.

`objective_le` adds up the single-state inequalities with `Finset.sum_le_sum`. `objective_lt` does the same with `Finset.sum_lt_sum`, which asks for one strictly smaller term; the empty state `k` provides it. `near_optimal` is the estimate with log(pᵢ + ε): `hs` computes Z, `h1` bounds its logarithm, and `h2` compares the two mean logarithms.

In the main theorem, the upper bound is `objective_le`. For leastness, take any upper bound `b` and any δ > 0. Applying `near_optimal` with ε = δ/n gives −S ≤ b + δ, and `le_of_forall_pos_le_add` removes the δ. If the supremum is attained, a zero entry would contradict `objective_lt`, so every entry is positive. Conversely, the potentials log pᵢ are inserted and the expression simplifies to −S.

In `bddAbove_iff_isProb`, one direction takes −S as the bound. The other uses the two choices of x above: `h1` and `h2` evaluate ∑ pᵢxᵢ and bound Z for the lowered state, while the constant shift is computed by splitting log(n exp t) into log n + t. In both cases `linarith` finds the contradiction with the assumed bound `B`.

For your fit, if every conformer has its own free potential, this means that you can stop once J is within a chosen tolerance of −S, which you can compute from the histogram beforehand. If you want finite potentials without running an optimiser, xᵢ = log(pᵢ + ε) gives a J that falls short of the ceiling by at most nε. This bounds the error in J, not in the potentials: the value log ε for an empty conformer is set by your choice of ε.
